# Fitting one Gaussian charge by a concentric one of different exponent: the overlap metric changes the total charge more than the Coulomb metric

Take a spherical Gaussian charge distribution of total charge 1 and exponent p > 0, and fit it by c times a unit Gaussian charge of exponent q > 0 at the same centre. With

x = √(2p/(p + q)),

the best coefficient is c = x in the Coulomb metric and c = x³ in the overlap metric. Since the fitted function carries charge c, the fit changes the total charge by |x − 1| in the first case and by |x³ − 1| in the second. The second change is strictly larger exactly when p ≠ q; for p = q both vanish.

In electronic structure theory, density fitting expands a charge density in auxiliary functions, often Gaussians, and the metric influences how well the total charge survives; the result shows this for a single concentric fitting function and no constraint on the charge.

## Two metrics as two weights in k

The unit Gaussian charge density with exponent p is

ρ_p(r) = (p/π)^(3/2) exp(−p r²),

and its Fourier transform depends only on the wave number k:

g_p(k) = exp(−k²/(4p)).

The total charge is the value at k = 0, which is 1 for every p.

Let δ(k) = g_p(k) − c g_q(k) be the transform of the residual density. The Coulomb metric measures the electrostatic self-energy of the residual. In Fourier space the Coulomb kernel contributes 4π/k², and the volume element contributes 4πk² dk, so the powers of k cancel. The overlap metric measures the integral of the squared residual density, and there the factor k² remains. Up to constants that don't affect the minimiser, both errors have the form

Eₙ(c) = ∫₀^∞ kⁿ (g_p(k) − c g_q(k))² dk,

with n = 0 for Coulomb and n = 2 for overlap. The best coefficient can be found for every natural number n at once.

## What the Lean statements say

The function g_p(k) is `gaussianFT p k`, and Eₙ(c) is `fitError n p q c`, defined as the actual integral over the open half-line k > 0. The number x is `widthRatio p q`.

The proposition `IsBestFit n p q c` says that the error at c is at most the error at any other real coefficient. It is thus a global minimum condition, not merely a vanishing derivative. The quantity `chargeError p q c` is the absolute difference between the transforms of the fit and of the target at k = 0, which equals |c − 1|. The absolute value is needed because the fitted charge can be too large or too small.

Four theorems carry the result, all for p, q > 0, the condition under which both exponents describe localised charges:

- `isBestFit_iff`: c is a best fit for weight kⁿ if and only if c = x^(n+1). A minimiser therefore exists and is unique.
- `coulomb_and_overlap_fit`: the cases n = 0 and n = 2, with coefficients x and x³.
- `overlap_chargeError`: if c is the best Coulomb coefficient and d the best overlap coefficient, the charge error of d is 1 + c + c² times that of c.
- `overlap_distorts_more_iff`: for the same c and d, the charge error of c is strictly smaller than that of d if and only if p ≠ q.

The file starts from the radial integrals in k; their derivation from the three-dimensional density is the physical argument given above. The model has one fitting function, so it does not treat auxiliary basis sets with several functions, displaced centres, higher angular momenta or fits constrained to preserve the charge.

## The error is a parabola in c

For a > 0 define the Gaussian moment

Mₙ(a) = ∫₀^∞ kⁿ exp(−a k²) dk.

It converges, and it is positive because the integrand is positive. The substitution u = √a k gives the scaling law

Mₙ(a) = Mₙ(1) / (√a)^(n+1).

Now put α = 1/(4p) and β = 1/(4q). Products of the two transforms are again Gaussians in k, with exponents 2α, α + β and 2β. Expanding the square in Eₙ(c) therefore gives

Eₙ(c) = Mₙ(2α) − 2c Mₙ(α + β) + c² Mₙ(2β).

The ratio of the last two exponents is

2β/(α + β) = (1/(2q)) · 4pq/(p + q) = 2p/(p + q) = x².

By the scaling law,

Mₙ(α + β)/Mₙ(2β) = (√(2β)/√(α + β))^(n+1) = x^(n+1).

Replacing Mₙ(α + β) by x^(n+1) Mₙ(2β) and completing the square yields

Eₙ(c) = Eₙ(x^(n+1)) + Mₙ(2β) (c − x^(n+1))².

Since Mₙ(2β) > 0, the error is smallest at c = x^(n+1) and nowhere else.

## Comparing the two charge errors

Let c = x be the Coulomb coefficient and d = x³ the overlap coefficient. Then d = c³, and

d − 1 = c³ − 1 = (1 + c + c²)(c − 1).

The factor 1 + c + c² is positive, so

|d − 1| = (1 + c + c²) |c − 1|.

Because c > 0, this factor exceeds 1, and the overlap error is strictly larger whenever c ≠ 1. If c = 1, both errors are zero. Finally, c = 1 means 2p/(p + q) = 1, which is the same as p = q.

## The complete Lean file

```lean
import Mathlib

open MeasureTheory Set

namespace GaussianChargeFit

noncomputable section

/-- Fourier transform, at wave number `k`, of a unit Gaussian charge with exponent `p > 0`. -/
def gaussianFT (p k : ℝ) : ℝ := Real.exp (-k ^ 2 / (4 * p))

/-- Squared error of fitting the Gaussian of exponent `p` by `c` times the Gaussian of
exponent `q`, integrated over `k > 0` with weight `k ^ n`, for `p, q > 0`.
The Coulomb metric is `n = 0`, the overlap metric is `n = 2`. -/
def fitError (n : ℕ) (p q c : ℝ) : ℝ :=
  ∫ k in Ioi (0 : ℝ), k ^ n * (gaussianFT p k - c * gaussianFT q k) ^ 2

/-- The coefficient `c` minimises the fit error with weight `k ^ n` among all real
coefficients. -/
def IsBestFit (n : ℕ) (p q c : ℝ) : Prop :=
  ∀ c' : ℝ, fitError n p q c ≤ fitError n p q c'

/-- The number `x = √(2p / (p + q))`, for Gaussian exponents `p, q > 0`: the square root of the
ratio of `p` to the mean of `p` and `q`. -/
def widthRatio (p q : ℝ) : ℝ := √(2 * p / (p + q))

/-- Absolute change of the total charge, the value of the Fourier transform at `k = 0`,
when the Gaussian of exponent `p` is replaced by `c` times that of exponent `q`
(`p, q > 0`). -/
def chargeError (p q c : ℝ) : ℝ := |c * gaussianFT q 0 - gaussianFT p 0|

/-- The `n`-th moment of the Gaussian `exp (-a k²)` over `k > 0`, for `a > 0`. -/
def moment (n : ℕ) (a : ℝ) : ℝ :=
  ∫ k in Ioi (0 : ℝ), k ^ n * Real.exp (-a * k ^ 2)

/-- For `a > 0` the integral defining each Gaussian moment converges. -/
theorem moment_integrable (n : ℕ) {a : ℝ} (ha : 0 < a) :
    IntegrableOn (fun k : ℝ => k ^ n * Real.exp (-a * k ^ 2)) (Ioi 0) := by
  have hn : (-1 : ℝ) < (n : ℝ) := by
    have := Nat.cast_nonneg (α := ℝ) n
    linarith
  have h := integrable_rpow_mul_exp_neg_mul_sq ha hn
  simp only [Real.rpow_natCast] at h
  exact h.integrableOn

/-- For `a > 0` every Gaussian moment is positive. -/
theorem moment_pos (n : ℕ) {a : ℝ} (ha : 0 < a) : 0 < moment n a := by
  have hpos : ∀ k ∈ Ioi (0 : ℝ), 0 < k ^ n * Real.exp (-a * k ^ 2) := by
    intro k hk
    have hk' : 0 < k := hk
    positivity
  have hsupp : Function.support (fun k : ℝ => k ^ n * Real.exp (-a * k ^ 2)) ∩ Ioi 0
      = Ioi 0 := inter_eq_right.mpr fun k hk => (hpos k hk).ne'
  unfold moment
  rw [setIntegral_pos_iff_support_of_nonneg_ae
    ((ae_restrict_iff' measurableSet_Ioi).mpr (ae_of_all _ fun k hk => (hpos k hk).le))
    (moment_integrable n ha), hsupp, Real.volume_Ioi]
  simp

/-- Scaling law: for `a > 0` the `n`-th Gaussian moment is its value at `a = 1` divided by
`(√a) ^ (n + 1)`. -/
theorem moment_scaling (n : ℕ) {a : ℝ} (ha : 0 < a) :
    moment n a = moment n 1 / √a ^ (n + 1) := by
  have hs : 0 < √a := Real.sqrt_pos.mpr ha
  have hsq : √a ^ 2 = a := Real.sq_sqrt ha.le
  -- substitute k → √a k
  have h := integral_comp_mul_left_Ioi
    (fun k : ℝ => k ^ n * Real.exp (-1 * k ^ 2)) 0 hs
  have e : (fun k : ℝ => (√a * k) ^ n * Real.exp (-1 * (√a * k) ^ 2))
      = fun k => √a ^ n * (k ^ n * Real.exp (-a * k ^ 2)) := by
    funext k
    have hk : -1 * (√a * k) ^ 2 = -a * k ^ 2 := by
      rw [mul_pow, hsq]
      ring
    rw [hk, mul_pow]
    ring
  simp only [mul_zero, smul_eq_mul] at h
  rw [e, integral_const_mul] at h
  have h' : √a ^ n * moment n a = (√a)⁻¹ * moment n 1 := h
  rw [eq_div_iff (by positivity)]
  calc moment n a * √a ^ (n + 1) = √a * (√a ^ n * moment n a) := by ring
    _ = √a * ((√a)⁻¹ * moment n 1) := by rw [h']
    _ = moment n 1 := mul_inv_cancel_left₀ hs.ne' _

/-- For `p, q > 0` the fit error is a quadratic polynomial in the coefficient `c`, with
Gaussian moments as its coefficients. -/
theorem fitError_eq (n : ℕ) {p q : ℝ} (hp : 0 < p) (hq : 0 < q) (c : ℝ) :
    fitError n p q c = moment n (1 / (4 * p) + 1 / (4 * p))
      - 2 * c * moment n (1 / (4 * p) + 1 / (4 * q))
      + c ^ 2 * moment n (1 / (4 * q) + 1 / (4 * q)) := by
  -- a product of two Gaussians is a Gaussian
  have hmul : ∀ r s k : ℝ, Real.exp (-(1 / (4 * r) + 1 / (4 * s)) * k ^ 2)
      = gaussianFT r k * gaussianFT s k := by
    intro r s k
    unfold gaussianFT
    rw [← Real.exp_add]
    congr 1
    ring
  have i (r s : ℝ) (hr : 0 < r) (hs : 0 < s) :
      IntegrableOn (fun k : ℝ => k ^ n * (gaussianFT r k * gaussianFT s k)) (Ioi 0) := by
    have h := moment_integrable n (a := 1 / (4 * r) + 1 / (4 * s)) (by positivity)
    simpa only [hmul] using h
  have j : IntegrableOn (fun k : ℝ => k ^ n * (gaussianFT p k * gaussianFT p k)
      - 2 * c * (k ^ n * (gaussianFT p k * gaussianFT q k))) (Ioi 0) :=
    (i p p hp hp).sub ((i p q hp hq).const_mul _)
  have e : (fun k : ℝ => k ^ n * (gaussianFT p k - c * gaussianFT q k) ^ 2)
      = fun k => (k ^ n * (gaussianFT p k * gaussianFT p k)
        - 2 * c * (k ^ n * (gaussianFT p k * gaussianFT q k)))
        + c ^ 2 * (k ^ n * (gaussianFT q k * gaussianFT q k)) := by
    funext k
    ring
  simp only [fitError, moment, hmul]
  rw [e, integral_add j ((i q q hq hq).const_mul _),
    integral_sub (i p p hp hp) ((i p q hp hq).const_mul _),
    integral_const_mul, integral_const_mul]

/-- For `p, q > 0` the fit error at `c` exceeds that at `x ^ (n + 1)`, with
`x = √(2p / (p + q))`, by a Gaussian moment times the squared difference of the two
coefficients. -/
theorem fitError_eq_add_sq (n : ℕ) {p q : ℝ} (hp : 0 < p) (hq : 0 < q) (c : ℝ) :
    fitError n p q c = fitError n p q (widthRatio p q ^ (n + 1))
      + moment n (1 / (4 * q) + 1 / (4 * q)) * (c - widthRatio p q ^ (n + 1)) ^ 2 := by
  have hx : 0 < widthRatio p q := Real.sqrt_pos.mpr (by positivity)
  have hroot : √(1 / (4 * q) + 1 / (4 * q))
      = widthRatio p q * √(1 / (4 * p) + 1 / (4 * q)) := by
    unfold widthRatio
    rw [← Real.sqrt_mul (by positivity)]
    congr 1
    have hpq : p + q ≠ 0 := by positivity
    field_simp
    ring
  -- the scaling law locates the vertex of the parabola
  have hcross : moment n (1 / (4 * p) + 1 / (4 * q))
      = widthRatio p q ^ (n + 1) * moment n (1 / (4 * q) + 1 / (4 * q)) := by
    rw [moment_scaling n (a := 1 / (4 * p) + 1 / (4 * q)) (by positivity),
      moment_scaling n (a := 1 / (4 * q) + 1 / (4 * q)) (by positivity),
      hroot, mul_pow, ← mul_div_assoc, mul_div_mul_left _ _ (pow_pos hx _).ne']
  rw [fitError_eq n hp hq c, fitError_eq n hp hq (widthRatio p q ^ (n + 1)), hcross]
  ring

/-- For `p, q > 0` and weight `k ^ n`, the one and only best coefficient is
`x ^ (n + 1)` with `x = √(2p / (p + q))`. -/
theorem isBestFit_iff (n : ℕ) {p q : ℝ} (hp : 0 < p) (hq : 0 < q) (c : ℝ) :
    IsBestFit n p q c ↔ c = widthRatio p q ^ (n + 1) := by
  have hM : 0 < moment n (1 / (4 * q) + 1 / (4 * q)) := moment_pos n (by positivity)
  constructor
  · intro h
    by_contra hne
    have hd : c - widthRatio p q ^ (n + 1) ≠ 0 := sub_ne_zero.mpr hne
    have hsq : 0 < (c - widthRatio p q ^ (n + 1)) ^ 2 := by positivity
    linarith [h (widthRatio p q ^ (n + 1)), fitError_eq_add_sq n hp hq c, mul_pos hM hsq]
  · rintro rfl c'
    linarith [fitError_eq_add_sq n hp hq c',
      mul_nonneg hM.le (sq_nonneg (c' - widthRatio p q ^ (n + 1)))]

/-- For `p, q > 0` the best coefficient is `x = √(2p / (p + q))` in the Coulomb metric and
`x ^ 3` in the overlap metric. -/
theorem coulomb_and_overlap_fit {p q : ℝ} (hp : 0 < p) (hq : 0 < q) (c : ℝ) :
    (IsBestFit 0 p q c ↔ c = widthRatio p q) ∧
      (IsBestFit 2 p q c ↔ c = widthRatio p q ^ 3) :=
  ⟨by simpa using isBestFit_iff 0 hp hq c, isBestFit_iff 2 hp hq c⟩

/-- For `p, q > 0`, if `c` is the best Coulomb coefficient and `d` the best overlap
coefficient, the charge error of `d` is `1 + c + c²` times that of `c`. -/
theorem overlap_chargeError {p q c d : ℝ} (hp : 0 < p) (hq : 0 < q)
    (hc : IsBestFit 0 p q c) (hd : IsBestFit 2 p q d) :
    chargeError p q d = (1 + c + c ^ 2) * chargeError p q c := by
  have hc' := (coulomb_and_overlap_fit hp hq c).1.mp hc
  have hd' := (coulomb_and_overlap_fit hp hq d).2.mp hd
  rw [← hc'] at hd'
  have hunit : ∀ r : ℝ, gaussianFT r 0 = 1 := fun r => by simp [gaussianFT]
  have hfac : 0 < 1 + c + c ^ 2 := by nlinarith [sq_nonneg (2 * c + 1)]
  have hcube : c ^ 3 - 1 = (1 + c + c ^ 2) * (c - 1) := by ring
  simp only [chargeError, hunit, mul_one]
  rw [hd', hcube, abs_mul, abs_of_pos hfac]

/-- For `p, q > 0` the best overlap fit changes the total charge strictly more than the
best Coulomb fit exactly when the two exponents differ. -/
theorem overlap_distorts_more_iff {p q c d : ℝ} (hp : 0 < p) (hq : 0 < q)
    (hc : IsBestFit 0 p q c) (hd : IsBestFit 2 p q d) :
    chargeError p q c < chargeError p q d ↔ p ≠ q := by
  have hc' := (coulomb_and_overlap_fit hp hq c).1.mp hc
  have hcpos : 0 < c := by
    rw [hc']
    exact Real.sqrt_pos.mpr (by positivity)
  have herr : chargeError p q c = |c - 1| := by simp [chargeError, gaussianFT]
  -- the Coulomb fit keeps the charge only for equal exponents
  have hone : c = 1 ↔ p = q := by
    have hpq : p + q ≠ 0 := by positivity
    rw [hc', widthRatio, Real.sqrt_eq_one, div_eq_one_iff_eq hpq]
    constructor <;> intro h <;> linarith
  rw [overlap_chargeError hp hq hc hd, herr, ne_eq, ← hone]
  constructor
  · intro h h1
    simp [h1] at h
  · intro h
    have habs : 0 < |c - 1| := abs_pos.mpr (sub_ne_zero.mpr h)
    have hextra : 0 < (c + c ^ 2) * |c - 1| := by positivity
    linarith

end

end GaussianChargeFit
```

```lean
#print axioms GaussianChargeFit.overlap_distorts_more_iff
```

```
'GaussianChargeFit.overlap_distorts_more_iff' depends on axioms: [propext, Classical.choice, Quot.sound]
```

## From moments to the minimiser in Lean

`moment_integrable` takes convergence from a Mathlib result about real powers times a Gaussian, valid for powers greater than −1. It converts the real power to a natural one and restricts the integral to k > 0.

`moment_pos` uses the criterion that a non-negative integrable function has a positive integral exactly when its support has positive measure. Here the support within the half-line is the whole half-line.

`moment_scaling` carries out the substitution with `integral_comp_mul_left_Ioi`. After the constant power of √a is taken out of the integral, the intermediate identity `h'` reads

(√a)ⁿ Mₙ(a) = (√a)⁻¹ Mₙ(1).

The closing `calc` block multiplies by √a to reach the scaling law.

In `fitError_eq`, the identity `hmul` says that a product of two transforms is a single Gaussian. The square is expanded pointwise in `e`. Splitting the integral of the expansion into three integrals requires each part to be integrable, which is the role of `i` and `j`. The moments appear with arguments such as `1 / (4 * p) + 1 / (4 * p)`, which is 2α written as a sum, so that one product rule serves all three terms.

`fitError_eq_add_sq` is the completed square. Its step `hroot` is the exponent ratio in the form

√(2β) = x √(α + β),

and `hcross` combines this with the scaling law to give Mₙ(α + β) = x^(n+1) Mₙ(2β). After that substitution, `ring` verifies the remaining polynomial identity.

`isBestFit_iff` reads off both directions. If c were a best fit different from x^(n+1), the squared term would be strictly positive and the error at x^(n+1) would be smaller, a contradiction. Conversely, at c = x^(n+1) the error at any other coefficient `c'` differs by a non-negative term. In both directions `linarith` combines the completed square with the sign of that term.

## From the minimiser to the charge in Lean

`coulomb_and_overlap_fit` specialises the general theorem to n = 0 and n = 2.

In `overlap_chargeError`, the two best-fit hypotheses are first turned into c = x and d = x³, hence d = c³. The step `hunit` records that every transform equals 1 at k = 0, and `hcube` is the factorisation of c³ − 1. Positivity of the factor, `hfac`, follows from

4(1 + c + c²) = (2c + 1)² + 3,

which is why `nlinarith` is given the square of 2c + 1. The factor can then be taken out of the absolute value.

`overlap_distorts_more_iff` establishes c > 0 from the square root and proves in `hone` that c = 1 is equivalent to p = q. The claim thus becomes a comparison of |c − 1| with (1 + c + c²)|c − 1|. If c = 1, a strict inequality would read 0 < 0. If c ≠ 1, the difference between the two sides is (c + c²)|c − 1|, which is positive by `hextra`.
